# For Im κ > 0, the multiple-scattering equations of a delta chain give the Kronig–Penney relation

Put identical delta scatterers of strength g at spacing a = ln 2, and take wave number κ = i and crystal momentum k = 0, so that the energy is κ² = −1 in units where ħ²/2m = 1. A wave from a site n steps away arrives with the factor −(1/2)·2⁻ⁿ. Both sides of the chain together give

B = 2 · (−1/2) · (1/2 + 1/4 + …) = −1.

The inverse t-matrix of one site is 1/t = 1/g + 1/2, so 1/t = B requires g = −2/3. The Kronig–Penney relation agrees:

cosh(ln 2) + (g/2) sinh(ln 2) = 5/4 − (1/3)(3/4) = 1 = cos 0.

The problems below extend this to complex κ with Im κ > 0, real k, a > 0 and complex g ≠ 0.

## The chain and its conventions

```lean
import Mathlib

open Complex

namespace DeltaChainMultipleScattering

noncomputable section
```

The propagator `freeG` is G₀(x) = exp(iκ|x|)/(2iκ), which solves G₀″ + κ²G₀ = δ. The energy is κ² in units where ħ²/2m = 1.

```lean
/-- The free outgoing propagator in one dimension at complex wave number `κ`. -/
def freeG (κ : ℂ) (x : ℝ) : ℂ := exp (I * κ * ((|x| : ℝ) : ℂ)) / (2 * I * κ)
```

Site n carries the Bloch phase exp(ikna).

```lean
/-- The Bloch phase at site `n` of a chain with spacing `a` and crystal momentum `k`. -/
def bloch (k a : ℝ) (n : ℤ) : ℂ := exp (I * ((k : ℂ) * (n : ℂ) * (a : ℂ)))
```

The inverse t-matrix is defined directly as 1/t = 1/g − G₀(0). It therefore remains meaningful at g = 2iκ, where it is zero. For Im κ > 0 this is the condition for a bound state of a single scatterer, with wave function exp(iκ|x|).

```lean
/-- The inverse t-matrix of one delta scatterer of strength `g`. -/
def invT (g κ : ℂ) : ℂ := 1 / g - freeG κ 0
```

The structure sum B runs over all integers except n = 0.

```lean
/-- The contribution of site `n` to the structure sum; the site `n = 0` is left out. -/
def structureTerm (κ : ℂ) (a k : ℝ) (n : ℤ) : ℂ :=
  if n = 0 then 0 else freeG κ ((n : ℝ) * a) * bloch k a n

/-- The structure sum of the chain: propagation from all other sites with Bloch phases. -/
def structureSum (κ : ℂ) (a k : ℝ) : ℂ := ∑' n : ℤ, structureTerm κ a k n
```

The wave arriving at site n comes from every site m ≠ n.

```lean
/-- The wave arriving at site `n` from all other sites, for Bloch amplitudes. -/
def incident (κ : ℂ) (a k : ℝ) (n : ℤ) : ℂ :=
  ∑' m : ℤ, if m = n then 0 else freeG κ (((n : ℝ) - (m : ℝ)) * a) * bloch k a m
```

One lattice step multiplies a term by p = exp(i(κ+k)a), which is `hop κ a k`. On the other side of the chain the factor is q = exp(i(κ−k)a), which is `hop κ a (-k)`.

```lean
/-- The factor gained per lattice step by propagation and Bloch phase together. -/
def hop (κ : ℂ) (a k : ℝ) : ℂ := exp (I * (κ + (k : ℂ)) * (a : ℂ))
```

The condition Im κ > 0 makes waves decay along the chain. Real κ, where the positive-energy bands lie, is not covered.

## (a) Show that |p| < 1

The real part of i(κ+k)a is −a Im κ, so |p| = exp(−a Im κ) < 1. Lean computes the same real part and applies the norm formula for exp.

```lean
/-- For `Im κ > 0` the factor per lattice step has modulus below one. -/
theorem norm_hop_lt_one {κ : ℂ} {a : ℝ} (hκ : 0 < κ.im) (ha : 0 < a) (k : ℝ) :
    ‖hop κ a k‖ < 1 := by
  have hre : (I * (κ + (k : ℂ)) * (a : ℂ)).re = -(κ.im * a) := by
    simp [Complex.mul_re, Complex.mul_im]
  rw [hop, Complex.norm_exp, hre, Real.exp_lt_one_iff]
  have := mul_pos hκ ha
  linarith
```

## (b) Sum the sites to the right

For n ≥ 0, site n+1 contributes p·pⁿ/(2iκ). The geometric series gives

p / (2iκ(1−p)).

In Lean, `hexp` identifies each term with a power of p.

```lean
/-- The sites on one side of the origin contribute a geometric series. -/
theorem hasSum_half_chain {κ : ℂ} {a : ℝ} (hκ : 0 < κ.im) (ha : 0 < a) (k : ℝ) :
    HasSum (fun n : ℕ => structureTerm κ a k ((n : ℤ) + 1))
      (1 / (2 * I * κ) * hop κ a k * (1 - hop κ a k)⁻¹) := by
  have h := (hasSum_geometric_of_norm_lt_one (norm_hop_lt_one hκ ha k)).mul_left
    (1 / (2 * I * κ) * hop κ a k)
  have e : (fun n : ℕ => structureTerm κ a k ((n : ℤ) + 1)) =
      fun n : ℕ => 1 / (2 * I * κ) * hop κ a k * hop κ a k ^ n := by
    funext n
    have hn : (n : ℤ) + 1 ≠ 0 := by omega
    have habs : |(((n : ℤ) + 1 : ℤ) : ℝ) * a| = ((n : ℝ) + 1) * a := by
      push_cast
      exact abs_of_nonneg (by positivity)
    have hexp : exp (I * κ * ((((n : ℝ) + 1) * a : ℝ) : ℂ)) * bloch k a ((n : ℤ) + 1)
        = hop κ a k * hop κ a k ^ n := by
      simp only [bloch, hop]
      rw [← Complex.exp_nat_mul, ← Complex.exp_add, ← Complex.exp_add]
      congr 1
      push_cast
      ring
    rw [structureTerm, if_neg hn, freeG, habs]
    linear_combination (1 / (2 * I * κ)) * hexp
  rw [e]
  exact h
```

## (c) Sum the whole chain

Reflection n → −n replaces k by −k, hence p by q:

B = (1/(2iκ)) · [p/(1−p) + q/(1−q)].

The proof turns on `HasSum.of_add_one_of_neg_add_one`. It takes sums over n+1 and −(n+1), with n a natural number, and joins them with the value at 0 into a sum over all integers. The `+ 0` in the statement is that middle value, the omitted site. `HasSum` does not depend on the order of summation, which (f) will use.

```lean
/-- The structure sum converges, and each side of the chain gives a geometric sum. -/
theorem hasSum_structure {κ : ℂ} {a : ℝ} (hκ : 0 < κ.im) (ha : 0 < a) (k : ℝ) :
    HasSum (structureTerm κ a k)
      (1 / (2 * I * κ) * hop κ a k * (1 - hop κ a k)⁻¹ + 0 +
        1 / (2 * I * κ) * hop κ a (-k) * (1 - hop κ a (-k))⁻¹) := by
  -- reflecting the chain reverses the crystal momentum
  have hneg : ∀ m : ℤ, structureTerm κ a k (-m) = structureTerm κ a (-k) m := by
    intro m
    simp [structureTerm, freeG, bloch]
  have h2 : HasSum (fun n : ℕ => structureTerm κ a k (-((n : ℤ) + 1)))
      (1 / (2 * I * κ) * hop κ a (-k) * (1 - hop κ a (-k))⁻¹) := by
    simp only [hneg]
    exact hasSum_half_chain hκ ha (-k)
  have h0 : structureTerm κ a k 0 = 0 := by simp [structureTerm]
  have h := HasSum.of_add_one_of_neg_add_one (f := structureTerm κ a k)
    (hasSum_half_chain hκ ha k) h2
  rwa [h0] at h
```

## (d) Add the on-site term and find the closed form

Since G₀(0) = 1/(2iκ),

G₀(0) + B = (1 − pq) / (2iκ(1−p)(1−q)).

Multiply numerator and denominator by E = exp(−iκa), using pq = exp(2iκa):

E(1 − pq) = −2i sin κa

E(1−p)(1−q) = 2(cos κa − cos ka).

Hence

G₀(0) + B = sin κa / (2κ(cos ka − cos κa)).

The denominator is nonzero because p and q differ from 1. `hD` and `hS` are the two factorisations, and `alg` combines the fractions.

```lean
/-- The on-site propagator plus the structure sum in closed form, with a denominator
that does not vanish. -/
theorem structureSum_closed {κ : ℂ} {a : ℝ} (hκ : 0 < κ.im) (ha : 0 < a) (k : ℝ) :
    cos ((k : ℂ) * a) - cos (κ * a) ≠ 0 ∧
    freeG κ 0 + structureSum κ a k =
      sin (κ * a) / (2 * κ * (cos ((k : ℂ) * a) - cos (κ * a))) := by
  have hκ0 : κ ≠ 0 := by
    rintro rfl
    simp at hκ
  have hne : ∀ q : ℝ, 1 - hop κ a q ≠ 0 := by
    intro q h
    have h1 := norm_hop_lt_one hκ ha q
    rw [← sub_eq_zero.mp h] at h1
    simp at h1
  have hp : hop κ a k = exp (κ * a * I) * exp ((k : ℂ) * a * I) := by
    rw [hop, ← Complex.exp_add]
    congr 1
    ring
  have hq : hop κ a (-k) = exp (κ * a * I) * exp (-((k : ℂ) * a) * I) := by
    rw [hop, ← Complex.exp_add]
    congr 1
    push_cast
    ring
  have h1 : exp (κ * a * I) * exp (-(κ * a) * I) = 1 := by
    rw [← Complex.exp_add, neg_mul, add_neg_cancel, Complex.exp_zero]
  have h2 : exp ((k : ℂ) * a * I) * exp (-((k : ℂ) * a) * I) = 1 := by
    rw [← Complex.exp_add, neg_mul, add_neg_cancel, Complex.exp_zero]
  have c1 := Complex.two_cos ((k : ℂ) * a)
  have c2 := Complex.two_cos (κ * a)
  have s2 := Complex.two_sin (κ * a)
  have hE : exp (-(κ * a) * I) ≠ 0 := Complex.exp_ne_zero _
  set e := exp (κ * a * I)
  set E := exp (-(κ * a) * I)
  set u := exp ((k : ℂ) * a * I)
  set v := exp (-((k : ℂ) * a) * I)
  -- both trigonometric expressions factor through the two geometric ratios
  have hD : cos ((k : ℂ) * a) - cos (κ * a) =
      -(E / 2) * ((1 - hop κ a k) * (1 - hop κ a (-k))) := by
    rw [hp, hq]
    linear_combination c1 / 2 - c2 / 2 + (-(u + v) / 2 + e * u * v / 2) * h1 + e / 2 * h2
  have hS : sin (κ * a) = E * (1 - hop κ a k * hop κ a (-k)) * I / 2 := by
    rw [hp, hq]
    linear_combination s2 / 2 + I / 2 * e * u * v * h1 + I / 2 * e * h2
  have hI : 1 / (2 * I * κ) = -I / (2 * κ) := by
    rw [div_eq_div_iff (by simp [hκ0]) (by simp [hκ0])]
    linear_combination 2 * κ * Complex.I_sq
  have hG : freeG κ 0 = 1 / (2 * I * κ) := by simp [freeG]
  have alg : ∀ p q E : ℂ, 1 - p ≠ 0 → 1 - q ≠ 0 → E ≠ 0 →
      -I / (2 * κ) + (-I / (2 * κ) * p * (1 - p)⁻¹ + 0 + -I / (2 * κ) * q * (1 - q)⁻¹) =
        (E * (1 - p * q) * I / 2) / (2 * κ * (-(E / 2) * ((1 - p) * (1 - q)))) := by
    intro p q E hp hq hE
    have hI0 := Complex.I_ne_zero
    field_simp
    ring
  constructor
  · rw [hD]
    exact mul_ne_zero (neg_ne_zero.mpr (div_ne_zero hE two_ne_zero))
      (mul_ne_zero (hne k) (hne (-k)))
  · rw [structureSum, (hasSum_structure hκ ha k).tsum_eq, hD, hS, hG, hI]
    exact alg _ _ _ (hne k) (hne (-k)) hE
```

## (e) Derive the dispersion relation

By |p| = |q| < 1, the series for B converges absolutely. Moving G₀(0) across turns 1/t = B into

1/g = sin κa / (2κ(cos ka − cos κa)).

Cross-multiplication is reversible here and gives

cos ka = cos κa + (g/(2κ)) sin κa.

```lean
/-- The structure sum converges absolutely, and the inverse t-matrix equals it exactly when
the Kronig-Penney dispersion relation holds. -/
theorem secular_iff_dispersion {κ g : ℂ} {a : ℝ} (hκ : 0 < κ.im) (ha : 0 < a)
    (hg : g ≠ 0) (k : ℝ) :
    Summable (fun n : ℤ => ‖structureTerm κ a k n‖) ∧
    (invT g κ = structureSum κ a k ↔
      cos ((k : ℂ) * a) = cos (κ * a) + g / (2 * κ) * sin (κ * a)) := by
  refine ⟨(hasSum_structure hκ ha k).summable.norm, ?_⟩
  obtain ⟨hD, h⟩ := structureSum_closed hκ ha k
  have hκ2 : 2 * κ ≠ 0 := by
    refine mul_ne_zero two_ne_zero ?_
    rintro rfl
    simp at hκ
  -- move the on-site propagator to the side of the lattice sum
  have h1 : invT g κ = structureSum κ a k ↔
      1 / g = sin (κ * a) / (2 * κ * (cos ((k : ℂ) * a) - cos (κ * a))) := by
    rw [← h, invT]
    constructor <;> intro h' <;> linear_combination h'
  rw [h1, div_eq_div_iff hg (mul_ne_zero hκ2 hD), div_mul_eq_mul_div,
    ← sub_eq_iff_eq_add', eq_div_iff hκ2]
  constructor <;> intro h' <;> linear_combination h'
```

## (f) Find the wave arriving at site n

Put m = n + l. The distance becomes |l|a and the phase splits:

Σ_{m≠n} G₀((n−m)a) exp(ikma) = exp(ikna) · B.

`Equiv.subRight n` performs this translation of the lattice.

```lean
/-- For Bloch amplitudes the wave arriving at site `n` is the Bloch phase times the
structure sum. -/
theorem incident_eq {κ : ℂ} {a : ℝ} (hκ : 0 < κ.im) (ha : 0 < a) (k : ℝ) (n : ℤ) :
    incident κ a k n = bloch k a n * structureSum κ a k := by
  have hB : HasSum (structureTerm κ a k) (structureSum κ a k) :=
    (hasSum_structure hκ ha k).summable.hasSum
  -- translate the lattice so that site n becomes the origin
  have h := ((Equiv.subRight n).hasSum_iff.mpr hB).mul_left (bloch k a n)
  rw [incident, ← h.tsum_eq]
  congr 1
  funext m
  by_cases hm : m = n
  · subst hm
    simp [structureTerm]
  · have h0 : m - n ≠ 0 := sub_ne_zero.mpr hm
    have habs : |((n : ℝ) - (m : ℝ)) * a| = |((m - n : ℤ) : ℝ) * a| := by
      push_cast
      rw [← abs_neg]
      congr 1
      ring
    have hb : bloch k a m = bloch k a n * bloch k a (m - n) := by
      simp only [bloch]
      rw [← Complex.exp_add]
      congr 1
      push_cast
      ring
    simp only [Function.comp_apply, Equiv.subRight_apply, structureTerm, if_neg hm,
      if_neg h0, freeG]
    rw [habs, hb]
    ring
```

## (g) Solve the multiple-scattering equations

Let τ satisfy τ = g + g G₀(0) τ. Dividing by g gives τ · (1/t) = 1. By (f), the requirement

exp(ikna) = τ · (wave arriving at site n), for every n,

becomes τB = 1, that is, B = 1/t, and (e) finishes the argument. At g = 2iκ, the bound-state condition of a single scatterer, no such τ exists, so this theorem leaves that case out, while (e) includes it.

This separation into site scattering and lattice propagation is also the structure of KKR band theory, shown here for non-interacting particles in one dimension with one point scatterer per cell.

```lean
/-- Let `τ` solve the single-site scattering equation. Bloch amplitudes solve the
multiple-scattering equations at every site exactly when the dispersion relation holds. -/
theorem multiple_scattering_iff_dispersion {κ g τ : ℂ} {a : ℝ} (hκ : 0 < κ.im) (ha : 0 < a)
    (hg : g ≠ 0) (hτ : τ = g + g * freeG κ 0 * τ) (k : ℝ) :
    (∀ n : ℤ, bloch k a n = τ * incident κ a k n) ↔
      cos ((k : ℂ) * a) = cos (κ * a) + g / (2 * κ) * sin (κ * a) := by
  rw [← (secular_iff_dispersion hκ ha hg k).2]
  have hgi : g * g⁻¹ = 1 := mul_inv_cancel₀ hg
  have hT : τ * invT g κ = 1 := by
    rw [invT]
    linear_combination g⁻¹ * hτ + (1 + freeG κ 0 * τ) * hgi
  simp only [incident_eq hκ ha k]
  constructor
  · intro h
    have hb : bloch k a 0 ≠ 0 := Complex.exp_ne_zero _
    have h1 : 1 = τ * structureSum κ a k := by
      apply mul_left_cancel₀ hb
      linear_combination h 0
    linear_combination invT g κ * h1 + structureSum κ a k * hT
  · intro h n
    linear_combination (-bloch k a n) * hT + bloch k a n * τ * h
```

## (h) Exhibit a single-site solution

At κ = i and g = 1, G₀(0) = −1/2, and τ = 2/3 works:

1 + 1 · (−1/2) · (2/3) = 2/3.

```lean
/-- At `κ = i` and `g = 1` the single-site scattering equation is solved by `τ = 2/3`. -/
theorem single_site_witness : (2 / 3 : ℂ) = 1 + 1 * freeG I 0 * (2 / 3) := by
  have h : freeG I 0 = -1 / 2 := by
    have h2 : 2 * I * I = -2 := by linear_combination 2 * Complex.I_sq
    rw [freeG, h2]
    norm_num
  rw [h]
  norm_num

end

end DeltaChainMultipleScattering
```

```lean
#print axioms DeltaChainMultipleScattering.multiple_scattering_iff_dispersion
```

```
'DeltaChainMultipleScattering.multiple_scattering_iff_dispersion' depends on axioms: [propext, Classical.choice, Quot.sound]
```
